# With a geometrically decaying finite-size term, incremental bulk energies give convergent slab surface energies

A surface energy computed from slabs can get worse as the slabs get thicker. The usual estimate subtracts $n$ times a bulk energy per layer from the total energy of an $n$-layer slab. If the bulk energy comes from a separate calculation and is off by a small amount $d$, for instance because its $k$-point sampling does not match that of the slab, the error enters $n$ times and the estimate drifts away linearly.

A common remedy takes the bulk energy from the slabs themselves, as the energy difference between successive thicknesses. For slab energies whose finite-size term decays geometrically, this estimate does converge to the correct value, but at every thickness it is less accurate than the estimate with the exact bulk energy. The comparison bears on slab calculations in electronic structure, within a model that has a single decaying exponential and no numerical noise.

## The slab model and its surface estimates

```lean
import Mathlib

open Filter Topology

namespace SlabSurfaceEnergy

noncomputable section
```

In what follows, `def` introduces a quantity and `theorem` a claim. The claim stands between the colon and `:=`, and its proof comes after `:=`. Hypotheses are listed in brackets before the colon, each with a name, so `(hr : 0 < r)` reads "assume $0<r$, and call this assumption `hr`".

```lean
/-- Energy of a slab of `n` layers: two surfaces of energy `g`, bulk energy `e` per layer,
and a finite-size term `c * r ^ n`. -/
def slabEnergy (g e c r : ℝ) (n : ℕ) : ℝ := 2 * g + n * e + c * r ^ n
```

This is the energy law
$$E_n = 2g + n e + c\,r^n .$$
Here $n$ is the number of layers, $g$ the energy of one surface, $e$ the exact bulk energy per layer, and $c\,r^n$ the finite-size term. With $0<r<1$, this last term stands for an interaction between the two surfaces that weakens by the factor $r$ with each added layer. All energies refer to one fixed surface cell, and the two surfaces are equivalent.

The law is postulated and not derived from a Hamiltonian. A finite-size term that oscillates with thickness or falls off as a power of it does not fit the model.

In Lean, `slabEnergy g e c r 5` is a number, while `slabEnergy g e c r` without the last argument is the whole sequence $n\mapsto E_n$. The later definitions take such a sequence as their input `E`.

```lean
/-- Estimate of the energy of both surfaces together: the slab energy minus `n` times
a chosen bulk energy `b` per layer. -/
def surfaceExcess (E : ℕ → ℝ) (b : ℝ) (n : ℕ) : ℝ := E n - n * b
```

For a chosen bulk energy $b$, the surface estimate is $E_n - n b$. It targets $2g$, the energy of both surfaces together, and is not divided by two or by an area.

```lean
/-- Bulk energy per layer read off from the last added layer, for `n ≥ 1`. -/
def incrementalBulk (E : ℕ → ℝ) (n : ℕ) : ℝ := E n - E (n - 1)
```

The incremental bulk energy is $B_n = E_n - E_{n-1}$, the cost of the last layer. For $n=1$ it involves $E_0 = 2g+c$, which is the value of the formula at zero layers and not the energy of a calculated slab. A practical use therefore starts at $n=2$.

```lean
/-- Surface estimate that uses the incremental bulk energy, for `n ≥ 1`. -/
def incrementalExcess (E : ℕ → ℝ) (n : ℕ) : ℝ :=
  surfaceExcess E (incrementalBulk E n) n
```

This is the surface estimate with $b = B_n$, that is, $E_n - n(E_n - E_{n-1})$. The bulk energy now changes with the thickness.

```lean
/-- Bulk energy extrapolated from three successive incremental bulk energies, for `n ≥ 1`
and a nonzero second difference of these energies. -/
def extrapolatedBulk (E : ℕ → ℝ) (n : ℕ) : ℝ :=
  (incrementalBulk E n * incrementalBulk E (n + 2) - incrementalBulk E (n + 1) ^ 2) /
    (incrementalBulk E n + incrementalBulk E (n + 2) - 2 * incrementalBulk E (n + 1))
```

The last definition combines three successive increments into
$$\frac{B_n B_{n+2} - B_{n+1}^2}{B_n + B_{n+2} - 2B_{n+1}} .$$
This is the standard extrapolation for a sequence that approaches its limit geometrically. It uses the four energies $E_{n-1}$ to $E_{n+2}$.

## A fixed error drifts, an incremental one decays

```lean
/-- An error `d` in the bulk energy makes the surface estimate drift by `-d` per layer,
on top of the finite-size term. -/
theorem surfaceExcess_shifted (g e c r d : ℝ) (n : ℕ) :
    surfaceExcess (slabEnergy g e c r) (e + d) n = 2 * g - n * d + c * r ^ n := by
  simp only [surfaceExcess, slabEnergy]
  ring
```

Inserting $b = e+d$ gives
$$E_n - n(e+d) = 2g + ne + c\,r^n - ne - nd = 2g - nd + c\,r^n .$$
The proof does the same: `simp only` unfolds the two definitions, and `ring` checks the remaining algebraic identity. The theorem states this formula and not a limit, but the divergence is easy to read off: for $d\neq0$ and $0<r<1$ the last term vanishes with growing $n$ while $n|d|$ grows without bound.

```lean
/-- Closed form of the surface estimate with incremental bulk energy, for at least
one layer. -/
theorem incrementalExcess_eq (g e c r : ℝ) {n : ℕ} (hn : 1 ≤ n) :
    incrementalExcess (slabEnergy g e c r) n
      = 2 * g + c * r ^ (n - 1) * (r + n * (1 - r)) := by
  obtain ⟨k, rfl⟩ : ∃ k, n = k + 1 := ⟨n - 1, by omega⟩
  simp only [incrementalExcess, surfaceExcess, incrementalBulk, slabEnergy,
    Nat.add_sub_cancel]
  push_cast
  ring
```

By hand, the increment is
$$B_n = e + c\,r^n - c\,r^{n-1} = e - c(1-r)\,r^{n-1},$$
and therefore
$$E_n - nB_n = 2g + c\,r^n + n c(1-r)\,r^{n-1} = 2g + c\,r^{n-1}\bigl(r + n(1-r)\bigr).$$
The proof first writes $n = k+1$, so that $n-1$ becomes simply $k$. Then it unfolds the definitions and lets `ring` finish. The step `push_cast` turns the real number belonging to the integer $k+1$ into the sum of the real numbers $k$ and $1$.

The hypothesis `hn : 1 ≤ n` is easily forgotten, because the formula looks purely algebraic. Subtraction of natural numbers in Lean stops at zero, so for $n=0$ the expression `n - 1` is $0$ and not $-1$. The left side would then be $E_0 = 2g + c$ and the right side $2g + c\,r$, which differ when $c\neq0$ and $r\neq1$.

```lean
/-- For `0 < r < 1` and at least one layer, the error of the incremental estimate is
`1 + n (1 - r) / r` times the error made with the exact bulk energy. -/
theorem incremental_error_eq (g e c : ℝ) {r : ℝ} (hr : 0 < r) (hr1 : r < 1)
    {n : ℕ} (hn : 1 ≤ n) :
    |incrementalExcess (slabEnergy g e c r) n - 2 * g|
      = (1 + n * (1 - r) / r) * |surfaceExcess (slabEnergy g e c r) e n - 2 * g| := by
  have hx : surfaceExcess (slabEnergy g e c r) e n - 2 * g = c * r ^ n := by
    simp only [surfaceExcess, slabEnergy]
    ring
  have hp : r ^ n = r ^ (n - 1) * r := by
    rw [← pow_succ, Nat.sub_add_cancel hn]
  have hT : 0 ≤ (n : ℝ) * (1 - r) / r :=
    div_nonneg (mul_nonneg (Nat.cast_nonneg n) (by linarith)) hr.le
  have h : (n : ℝ) * (1 - r) / r * r = n * (1 - r) := div_mul_cancel₀ _ hr.ne'
  rw [hx, incrementalExcess_eq g e c r hn, hp]
  generalize (n : ℝ) * (1 - r) / r = T at h hT ⊢
  -- the signed errors already have this ratio
  have key : 2 * g + c * r ^ (n - 1) * (r + n * (1 - r)) - 2 * g
      = (1 + T) * (c * (r ^ (n - 1) * r)) := by
    linear_combination (-(c * r ^ (n - 1))) * h
  rw [key, abs_mul, abs_of_nonneg (by linarith : 0 ≤ 1 + T)]
```

With the exact bulk energy the signed error is $c\,r^n$. The incremental error is a multiple of it:
$$c\,r^{n-1}\bigl(r+n(1-r)\bigr) = \Bigl(1+\frac{n(1-r)}{r}\Bigr)\,c\,r^n .$$
For $0<r<1$ the factor in front is positive, so the same relation holds between the absolute values, and that is the theorem. The factor grows linearly with $n$: the increment is itself wrong by a finite-size amount, and the surface estimate multiplies this amount by $n$.

In the proof, `hx` is the error with exact $e$, and `hp` splits $r^n$ into $r^{n-1}r$. The quotient $n(1-r)/r$ is then renamed $T$, and only the facts $Tr = n(1-r)$ and $T\ge0$ are kept. The first gives the relation between the signed errors, called `key`, and the second allows $1+T$ to be taken out of the absolute value.

```lean
/-- For `0 < r < 1` the surface estimate with incremental bulk energy converges to the
energy `2 g` of the two surfaces. -/
theorem incrementalExcess_tendsto (g e c : ℝ) {r : ℝ} (hr : 0 < r) (hr1 : r < 1) :
    Tendsto (incrementalExcess (slabEnergy g e c r)) atTop (𝓝 (2 * g)) := by
  rw [← tendsto_add_atTop_iff_nat 1]
  have h1 := tendsto_pow_atTop_nhds_zero_of_lt_one hr.le hr1
  have h2 := tendsto_self_mul_const_pow_of_lt_one hr.le hr1
  -- the exponential decay beats the linear factor
  have h3 := ((h1.add (h2.const_mul (1 - r))).const_mul c).const_add (2 * g)
  have h4 : 2 * g + c * (0 + (1 - r) * 0) = 2 * g := by ring
  rw [h4] at h3
  refine h3.congr fun n => ?_
  rw [incrementalExcess_eq g e c r (Nat.le_add_left 1 n), Nat.add_sub_cancel]
  push_cast
  ring
```

The notation `Tendsto f atTop (𝓝 a)` means that $f(n)\to a$ as $n\to\infty$. To see the limit by hand, evaluate the closed form at $n+1$ layers:
$$2g + c\,r^n\bigl(r+(n+1)(1-r)\bigr) = 2g + c\bigl(r^n + (1-r)\,n r^n\bigr).$$
Both $r^n$ and $n r^n$ tend to zero. For the second, the ratio of successive terms is $r(n+1)/n$, which tends to $r<1$.

The proof makes the same shift in its first line, which also removes the case $n=0$. The two limits `h1` and `h2` come from Mathlib, `h3` assembles them, and the last lines show that the assembled expression is the incremental estimate at $n+1$.

## The ranking of three bulk energies

```lean
/-- Ranking of bulk references for `c ≠ 0`, `0 < r < 1` and `d ≠ 0`: the incremental estimate
converges to `2 g`, it errs more than the exact bulk energy `e` for every `n ≥ 1`, and it errs
less than the fixed bulk energy `e + d` for all sufficiently thick slabs. -/
theorem bulk_reference_ranking (g e : ℝ) {c r d : ℝ} (hc : c ≠ 0) (hr : 0 < r)
    (hr1 : r < 1) (hd : d ≠ 0) :
    Tendsto (incrementalExcess (slabEnergy g e c r)) atTop (𝓝 (2 * g)) ∧
    (∀ n : ℕ, 1 ≤ n → |surfaceExcess (slabEnergy g e c r) e n - 2 * g|
      < |incrementalExcess (slabEnergy g e c r) n - 2 * g|) ∧
    (∀ᶠ n : ℕ in atTop, |incrementalExcess (slabEnergy g e c r) n - 2 * g|
      < |surfaceExcess (slabEnergy g e c r) (e + d) n - 2 * g|) := by
  have hlim := incrementalExcess_tendsto g e c hr hr1
  refine ⟨hlim, fun n hn => ?_, ?_⟩
  · rw [incremental_error_eq g e c hr hr1 hn]
    have hx : surfaceExcess (slabEnergy g e c r) e n - 2 * g = c * r ^ n := by
      simp only [surfaceExcess, slabEnergy]
      ring
    have hpos : 0 < |surfaceExcess (slabEnergy g e c r) e n - 2 * g| := by
      rw [hx]
      exact abs_pos.mpr (mul_ne_zero hc (pow_pos hr n).ne')
    have hn' : (0 : ℝ) < n := Nat.cast_pos.mpr hn
    have hT : 0 < (n : ℝ) * (1 - r) / r :=
      div_pos (mul_pos hn' (by linarith)) hr
    have hmul := mul_pos hT hpos
    rw [add_mul, one_mul]
    linarith
  · have hd' : 0 < |d| := abs_pos.mpr hd
    obtain ⟨N, hN⟩ := exists_nat_gt ((|c| + 1) / |d|)
    have hN' : |c| + 1 < N * |d| := (div_lt_iff₀ hd').mp hN
    have hsmall : ∀ᶠ n : ℕ in atTop,
        |incrementalExcess (slabEnergy g e c r) n - 2 * g| < 1 := by
      have h := Metric.tendsto_nhds.mp hlim 1 one_pos
      simpa only [Real.dist_eq] using h
    filter_upwards [hsmall, eventually_ge_atTop N] with n hn hNn
    have hcast : (N : ℝ) ≤ n := Nat.cast_le.mpr hNn
    have hgrow : (N : ℝ) * |d| ≤ n * |d| := mul_le_mul_of_nonneg_right hcast hd'.le
    have hfin : |c * r ^ n| ≤ |c| := by
      rw [abs_mul, abs_of_pos (pow_pos hr n)]
      exact mul_le_of_le_one_right (abs_nonneg c) (pow_le_one₀ hr.le hr1.le)
    -- the linear drift dominates the bounded finite-size term
    have htri := norm_sub_le (c * r ^ n) (2 * g - n * d + c * r ^ n - 2 * g)
    rw [show c * r ^ n - (2 * g - n * d + c * r ^ n - 2 * g) = n * d by ring] at htri
    simp only [Real.norm_eq_abs] at htri
    rw [abs_mul (n : ℝ) d, Nat.abs_cast] at htri
    rw [surfaceExcess_shifted]
    linarith
```

The theorem joins three statements by `∧`, "and". The incremental estimate converges to $2g$. For every $n\ge1$, its error is strictly larger than the error with exact $e$. For all sufficiently large $n$, written `∀ᶠ n : ℕ in atTop`, its error is strictly smaller than the error with the fixed bulk energy $e+d$. How large $n$ must be depends on $c$, $r$ and $d$, and the theorem gives no value.

If $c=0$, the two errors in the second statement are both zero and the strict inequality fails. If $d=0$, the third statement contradicts the second.

The first statement is the previous theorem. For the second, the error with exact $e$ is $|c|\,r^n>0$, and the incremental error exceeds it by $n(1-r)/r$ times this positive number.

The third needs a lower bound on the drifting error. By the triangle inequality and $r^n\le1$,
$$|{-nd} + c\,r^n| \ \ge\ n|d| - |c|\,r^n \ \ge\ n|d| - |c| .$$
Choose $N$ with $N|d| > |c|+1$. For $n\ge N$ the drifting error is then larger than $1$. The incremental error tends to zero, so it is eventually smaller than $1$, and beyond both thresholds the order is settled. In the proof, `hN'` is the choice of $N$, `hsmall` the bound on the incremental error, and `htri` the triangle inequality. The command `filter_upwards` takes an $n$ beyond both thresholds, and `linarith` combines the inequalities.

For a numerical instance take, in arbitrary energy units, $2g=2$, $e=-10$, $c=0.8$ and $r=\tfrac12$. The first four slab energies are
$$E_1=-7.6,\quad E_2=-17.8,\quad E_3=-27.9,\quad E_4=-37.95 .$$
At three layers $B_3=-10.1$, and the incremental estimate is $-27.9+30.3=2.4$, an error of $0.4$. Exact $e$ gives $-27.9+30=2.1$, an error of $0.1$. The ratio is $4$, in agreement with $1+n(1-r)/r$ at $n=3$.

Now let the fixed bulk energy be wrong by $d=0.1$. At three layers it gives $-27.9+29.7=1.8$, an error of only $0.2$, so here the wrong fixed value still beats the incremental one. At four layers the errors are $0.35$ for the fixed value and $0.25$ for the incremental one, and the order has reversed.

## The exact bulk energy from four slabs

```lean
/-- For `c ≠ 0`, `0 < r < 1` and `n ≥ 1`, extrapolating three successive incremental bulk
energies gives the exact bulk energy `e`. -/
theorem extrapolatedBulk_eq (g e : ℝ) {c r : ℝ} (hc : c ≠ 0) (hr : 0 < r) (hr1 : r < 1)
    {n : ℕ} (hn : 1 ≤ n) : extrapolatedBulk (slabEnergy g e c r) n = e := by
  obtain ⟨k, rfl⟩ : ∃ k, n = k + 1 := ⟨n - 1, by omega⟩
  -- incremental bulk energies approach `e` geometrically
  have h : ∀ j : ℕ, incrementalBulk (slabEnergy g e c r) (j + 1)
      = e - c * (1 - r) * r ^ j := by
    intro j
    simp only [incrementalBulk, slabEnergy, Nat.add_sub_cancel]
    push_cast
    ring
  have h2 : incrementalBulk (slabEnergy g e c r) (k + 1 + 2)
      = e - c * (1 - r) * r ^ (k + 2) := h (k + 2)
  have hne : c * (1 - r) ^ 3 * r ^ k ≠ 0 :=
    mul_ne_zero (mul_ne_zero hc (pow_ne_zero 3 (by linarith))) (pow_pos hr k).ne'
  unfold extrapolatedBulk
  rw [h2, h (k + 1), h k, div_eq_iff]
  · ring
  · intro h0
    apply hne
    linear_combination -h0

end

end SlabSurfaceEnergy
```

Within the model, the bulk energy can be recovered without any limit. Write $n=k+1$ and $A = c(1-r)\,r^k$. The three increments are
$$B_n = e-A,\qquad B_{n+1}=e-Ar,\qquad B_{n+2}=e-Ar^2 .$$
The numerator of the extrapolation formula is
$$(e-A)(e-Ar^2)-(e-Ar)^2 = -eA(1-2r+r^2) = -eA(1-r)^2,$$
and the denominator is
$$(e-A)+(e-Ar^2)-2(e-Ar) = -A(1-r)^2 .$$
The quotient is $e$, provided that the denominator is not zero. This is where $c\neq0$ and $0<r<1$ enter: they make $A(1-r)^2 = c(1-r)^3r^k$ nonzero, which is `hne` in the proof. The statement `h` gives the increments for every index. After they are inserted, `div_eq_iff` leaves two tasks: the identity without the fraction, which `ring` proves, and the nonzero denominator, which follows from `hne`.

With the numbers above, $B_2=-10.2$, $B_3=-10.1$ and $B_4=-10.05$. The formula gives $(102.51-102.01)/(-20.25+20.2) = 0.5/(-0.05) = -10$, the exact bulk energy. Noise in real slab energies would limit this. In the example, a small error $\delta$ in $E_3$ alone shifts the result by about $-8\delta$, and noise comparable to the denominator makes the formula unreliable.

```lean
#print axioms SlabSurfaceEnergy.surfaceExcess_shifted
#print axioms SlabSurfaceEnergy.bulk_reference_ranking
#print axioms SlabSurfaceEnergy.extrapolatedBulk_eq
```

```
'SlabSurfaceEnergy.surfaceExcess_shifted' depends on axioms: [propext, Classical.choice, Quot.sound]
'SlabSurfaceEnergy.bulk_reference_ranking' depends on axioms: [propext, Classical.choice, Quot.sound]
'SlabSurfaceEnergy.extrapolatedBulk_eq' depends on axioms: [propext, Classical.choice, Quot.sound]
```
